# Right derivatives at time zero of completely positive families starting at the identity are exactly the conditionally completely positive maps

Let $G$ be a linear map on the complex $N\times N$ matrices, $N\ge 1$, and let $\Omega=\sum_i e_i\otimes e_i$. There is a family $\Phi_t$, $t\ge 0$, of maps with positive semidefinite Choi matrices, with $\Phi_0=\mathrm{id}$ and right derivative $G$ at $t=0$, if and only if the Choi matrix of $G$ is Hermitian and has nonnegative expectation in every vector orthogonal to $\Omega$.

This is the positivity condition met by generators of Lindblad master equations, here for finite-dimensional systems and to first order in time at $t=0$. The family need not be a semigroup or preserve the trace, so the result is not Lindblad's theorem on generators of quantum dynamical semigroups.

## The derivation by hand

Write $E_{ij}$ for the matrix units. The Choi matrix of $\Phi$ has rows $(i,a)$, columns $(j,b)$ and entries
$$(C_\Phi)_{(i,a),(j,b)}=\Phi(E_{ij})_{ab}.$$
The vector $\Omega$ has components $\Omega_{(i,a)}=\delta_{ia}$ and $\langle\Omega,\Omega\rangle=N$; the normalised maximally entangled state is $\Omega/\sqrt N$. For a matrix $K$, let $|K\rangle$ be the vector with components $K_{ai}$ at $(i,a)$, so that $|1\rangle=\Omega$. Reading off entries,
$$(KE_{ij}K^*)_{ab}=K_{ai}\overline{K_{bj}},\qquad (KE_{ij}+E_{ij}K^*)_{ab}=K_{ai}\delta_{jb}+\delta_{ia}\overline{K_{bj}}.$$
Thus $X\mapsto KXK^*$ has Choi matrix $|K\rangle\langle K|$, and $X\mapsto KX+XK^*$ has Choi matrix $|K\rangle\langle\Omega|+|\Omega\rangle\langle K|$. In particular $C_{\mathrm{id}}=|\Omega\rangle\langle\Omega|$.

**From the family to the condition.** If $\langle\Omega,v\rangle=0$, then $C_{\mathrm{id}}v=0$, and for $t>0$
$$\Big\langle v,\tfrac{1}{t}(C_{\Phi_t}-C_{\mathrm{id}})v\Big\rangle=\tfrac1t\langle v,C_{\Phi_t}v\rangle\ge 0.$$
As $t\downarrow0$ the left side tends to $\langle v,C_Gv\rangle$, which is therefore nonnegative. The difference quotients are Hermitian, so their limit $C_G$ is too.

**From the condition to the family.** Put $C=C_G$, $g=\langle\Omega,C\Omega\rangle$, which is real, and $P=1-|\Omega\rangle\langle\Omega|/N$, the projection onto the complement of $\Omega$. Then
$$PCP=C-\tfrac1N\big(C|\Omega\rangle\langle\Omega|+|\Omega\rangle\langle\Omega|C\big)+\tfrac{g}{N^2}|\Omega\rangle\langle\Omega|.$$
With
$$k=\tfrac1N C\Omega-\tfrac{g}{2N^2}\Omega$$
this reads $PCP=C-|k\rangle\langle\Omega|-|\Omega\rangle\langle k|$. The factor $\tfrac12$ appears because the $\Omega$ part of $k$ enters twice. Let $K_{ai}=k_{(i,a)}$ and $\Psi(X)=G(X)-KX-XK^*$. Then $C_\Psi=PCP$, and $\langle v,PCPv\rangle=\langle Pv,C\,Pv\rangle\ge0$ for every $v$.

Now define
$$\Phi_t(X)=(1+tK)X(1+tK)^*+t\Psi(X)=X+tG(X)+t^2KXK^*.$$
Its Choi matrix $|1+tK\rangle\langle1+tK|+tC_\Psi$ is positive semidefinite for $t\ge0$. Moreover $\Phi_0=\mathrm{id}$, and the difference quotient is $G(X)+tKXK^*$, which tends to $G(X)$.

## Maps, Choi matrices and the condition in Lean

The finite type `n` labels the basis, and $N$ is its number of elements. Opening `ComplexOrder` fixes the meaning of `0 ≤ z` for complex $z$: the imaginary part is zero and the real part is nonnegative.

```lean
import Mathlib

open Matrix Filter Topology
open scoped ComplexOrder

namespace ConditionalCompletePositivity

noncomputable section

variable {n : Type*} [Fintype n] [DecidableEq n]

/-- Linear maps on the `n × n` complex matrices. -/
abbrev SuperOp (n : Type*) := Matrix n n ℂ →ₗ[ℂ] Matrix n n ℂ
```

In the next definition `p` is $(i,a)$ and `q` is $(j,b)$. Complete positivity is expressed throughout by positive semidefiniteness of this matrix; its equivalence with positivity under all ancilla extensions is Choi's theorem, which is not part of the development.

```lean
/-- The Choi matrix `∑ E_ij ⊗ Φ(E_ij)`, indexed by pairs. -/
def choi (Φ : SuperOp n) : Matrix (n × n) (n × n) ℂ :=
  Matrix.of fun p q => Φ (Matrix.single p.1 q.1 1) p.2 q.2

/-- The unnormalised maximally entangled vector `∑ e_i ⊗ e_i`. -/
def maxEnt : n × n → ℂ := fun p => if p.1 = p.2 then 1 else 0
```

The derivative is taken separately on each matrix $X$, as a limit through positive times only. A family is a function on all of `ℝ`, but nothing will be required of it at negative times.

```lean
/-- `G` is the right derivative at time zero of the family `Φ`, on every matrix `X`. -/
def HasRightDerivAtZero (Φ : ℝ → SuperOp n) (G : SuperOp n) : Prop :=
  ∀ X, Tendsto (fun t : ℝ => (t : ℂ)⁻¹ • (Φ t X - Φ 0 X)) (𝓝[>] 0) (𝓝 (G X))
```

The inner product $\langle v,w\rangle$ is written `star v ⬝ᵥ w`. Hermiticity is a separate clause below, and leaving it out would be a mistake: nonnegativity on the complement of $\Omega$ says nothing about the remaining entries. The map $G(X)=\mathrm{i}X$ has Choi matrix $\mathrm{i}|\Omega\rangle\langle\Omega|$, whose expectation vanishes on that complement although the matrix is not Hermitian.

```lean
/-- The Choi matrix of `G` is Hermitian and has nonnegative expectation in every vector
orthogonal to the maximally entangled one. -/
def ConditionallyCP (G : SuperOp n) : Prop :=
  (choi G).IsHermitian ∧
    ∀ v, star maxEnt ⬝ᵥ v = 0 → 0 ≤ star v ⬝ᵥ (choi G *ᵥ v)
```

The two elementary maps of the derivation, and the vector $|K\rangle$, are as follows.

```lean
/-- The map `X ↦ K X K*` with a single Kraus operator. -/
def sandwich (K : Matrix n n ℂ) : SuperOp n :=
  (LinearMap.mulLeft ℂ K).comp (LinearMap.mulRight ℂ Kᴴ)

/-- The map `X ↦ K X + X K*`. -/
def drift (K : Matrix n n ℂ) : SuperOp n :=
  LinearMap.mulLeft ℂ K + LinearMap.mulRight ℂ Kᴴ

/-- The operator `K` written as a vector of the doubled space. -/
def ket (K : Matrix n n ℂ) : n × n → ℂ := fun p => K p.2 p.1
```

## Choi matrices of the elementary maps

Two lemmas give the entries of a product with a matrix unit.

```lean
private lemma single_mul_entry (M : Matrix n n ℂ) (i j x b : n) :
    (Matrix.single i j (1 : ℂ) * M) x b = if i = x then M j b else 0 := by
  by_cases h : i = x <;> simp [Matrix.mul_apply, Matrix.single_apply, h]

private lemma mul_single_entry (M : Matrix n n ℂ) (i j a b : n) :
    (M * Matrix.single i j (1 : ℂ)) a b = if j = b then M a i else 0 := by
  by_cases h : j = b <;> simp [Matrix.mul_apply, Matrix.single_apply, h]
```

Three more record that $\Omega$ is real, that $|u\rangle\langle w|$ acts on $v$ by $\langle w,v\rangle u$ when `w` is supplied already conjugated, and that $\overline{\langle x,y\rangle}=\langle y,x\rangle$.

```lean
omit [Fintype n] in
private lemma star_maxEnt : star (maxEnt : n × n → ℂ) = maxEnt := by
  ext p
  by_cases h : p.1 = p.2 <;> simp [maxEnt, h]

omit [DecidableEq n] in
private lemma rankOne_mulVec (u w v : n × n → ℂ) :
    vecMulVec u w *ᵥ v = (w ⬝ᵥ v) • u := by
  ext p
  simp only [Matrix.mulVec, dotProduct, Matrix.vecMulVec_apply, Pi.smul_apply, smul_eq_mul,
    Finset.sum_mul]
  exact Finset.sum_congr rfl fun q _ => by ring

omit [DecidableEq n] in
private lemma star_braket (x y : n × n → ℂ) : star (star x ⬝ᵥ y) = star y ⬝ᵥ x := by
  simp only [dotProduct, star_sum, star_mul', Pi.star_apply, star_star]
  exact Finset.sum_congr rfl fun _ _ => mul_comm _ _
```

The formulas for the two Choi matrices then follow entry by entry, as in the derivation.

```lean
/-- The Choi matrix of `X ↦ K X K*` is `|K⟩⟨K|`. -/
theorem choi_sandwich (K : Matrix n n ℂ) :
    choi (sandwich K) = vecMulVec (ket K) (star (ket K)) := by
  ext p q
  change (K * (Matrix.single p.1 q.1 (1 : ℂ) * Kᴴ) : Matrix n n ℂ) p.2 q.2 =
    K p.2 p.1 * star (K q.2 q.1)
  rw [Matrix.mul_apply]
  simp only [single_mul_entry, mul_ite, mul_zero, Finset.sum_ite_eq, Finset.mem_univ, if_true,
    Matrix.conjTranspose_apply]

/-- The Choi matrix of `X ↦ K X + X K*` is `|K⟩⟨Ω| + |Ω⟩⟨K|`, with `Ω` the maximally
entangled vector. -/
theorem choi_drift (K : Matrix n n ℂ) :
    choi (drift K) = vecMulVec (ket K) (star maxEnt) + vecMulVec maxEnt (star (ket K)) := by
  ext p q
  change (K * Matrix.single p.1 q.1 (1 : ℂ) : Matrix n n ℂ) p.2 q.2 +
    (Matrix.single p.1 q.1 (1 : ℂ) * Kᴴ : Matrix n n ℂ) p.2 q.2 = _
  rw [star_maxEnt, mul_single_entry, single_mul_entry]
  simp [Matrix.vecMulVec_apply, ket, maxEnt]
```

For the identity map, the proof first establishes $C_{\mathrm{id}}=|\Omega\rangle\langle\Omega|$ and then applies it to a vector orthogonal to $\Omega$.

```lean
/-- The Choi matrix of the identity map annihilates every vector orthogonal to the maximally
entangled one. -/
theorem choi_id_mulVec (v : n × n → ℂ) (hv : star maxEnt ⬝ᵥ v = 0) :
    choi (LinearMap.id : SuperOp n) *ᵥ v = 0 := by
  have h : choi (LinearMap.id : SuperOp n) = vecMulVec maxEnt (star maxEnt) := by
    ext p q
    rw [star_maxEnt]
    by_cases h1 : p.1 = p.2 <;> by_cases h2 : q.1 = q.2 <;>
      simp [choi, maxEnt, Matrix.vecMulVec_apply, Matrix.single_apply, h1, h2]
  rw [h, rankOne_mulVec, hv, zero_smul]
```

## Positivity passes to the derivative

The hypotheses of the next theorem are the three properties of the family: `hCP` for positivity at every $t\ge0$, `h0` for the initial value and `hG` for the derivative. Applying `hG` to $E_{ij}$ gives `lim`, the entrywise convergence of the Choi matrices of the difference quotients. Hermiticity follows from uniqueness of limits, since an entry and the conjugate of its transposed partner agree along the quotients. For the expectation, `closed` states that the nonnegative numbers form a closed set in `ℂ`, and the final rewriting removes the identity term through `choi_id_mulVec`.

```lean
/-- If maps with positive semidefinite Choi matrices start at the identity, their right
derivative at time zero is conditionally completely positive. -/
theorem conditionallyCP_of_rightDeriv (Φ : ℝ → SuperOp n) (G : SuperOp n)
    (hCP : ∀ t, 0 ≤ t → (choi (Φ t)).PosSemidef) (h0 : Φ 0 = LinearMap.id)
    (hG : HasRightDerivAtZero Φ G) : ConditionallyCP G := by
  -- the Choi matrices of the difference quotients converge entrywise
  have lim : ∀ p q, Tendsto (fun t : ℝ => ((t : ℂ)⁻¹ • (choi (Φ t) - choi (Φ 0))) p q)
      (𝓝[>] 0) (𝓝 (choi G p q)) := fun p q =>
    ((Continuous.matrix_elem continuous_id p.2 q.2).tendsto _).comp
      (hG (Matrix.single p.1 q.1 1))
  refine ⟨Matrix.IsHermitian.ext fun p q => ?_, fun v hv => ?_⟩
  · refine tendsto_nhds_unique ((continuous_star.tendsto _).comp (lim q p))
      ((lim p q).congr' ?_)
    filter_upwards [self_mem_nhdsWithin] with t ht
    have hs : star ((t : ℂ)⁻¹) = (t : ℂ)⁻¹ := by simp
    have h1 := (hCP t (le_of_lt ht)).isHermitian.apply p q
    have h2 := (hCP 0 le_rfl).isHermitian.apply p q
    simp only [Function.comp_apply, Matrix.smul_apply, Matrix.sub_apply, smul_eq_mul,
      star_mul', star_sub, hs, h1, h2]
  · have limv : Tendsto (fun t : ℝ =>
        star v ⬝ᵥ (((t : ℂ)⁻¹ • (choi (Φ t) - choi (Φ 0))) *ᵥ v))
        (𝓝[>] 0) (𝓝 (star v ⬝ᵥ (choi G *ᵥ v))) := by
      simp only [dotProduct, Matrix.mulVec]
      exact tendsto_finsetSum _ fun p _ => tendsto_const_nhds.mul
        (tendsto_finsetSum _ fun q _ => (lim p q).mul tendsto_const_nhds)
    have closed : IsClosed {z : ℂ | 0 ≤ z} := by
      simp only [Complex.nonneg_iff]
      exact (isClosed_le continuous_const Complex.continuous_re).inter
        (isClosed_eq continuous_const Complex.continuous_im)
    refine closed.mem_of_tendsto limv ?_
    filter_upwards [self_mem_nhdsWithin] with t ht
    have hpos : (0 : ℂ) ≤ (t : ℂ)⁻¹ := by
      rw [← Complex.ofReal_inv]
      exact Complex.zero_le_real.mpr (inv_nonneg.mpr (le_of_lt ht))
    -- the identity drops out, leaving a positive multiple of a nonnegative expectation
    change 0 ≤ star v ⬝ᵥ (((t : ℂ)⁻¹ • (choi (Φ t) - choi (Φ 0))) *ᵥ v)
    rw [Matrix.smul_mulVec, Matrix.sub_mulVec, h0, choi_id_mulVec v hv, sub_zero,
      dotProduct_smul, smul_eq_mul]
    exact mul_nonneg hpos ((hCP t (le_of_lt ht)).dotProduct_mulVec_nonneg v)
```

## Splitting off a completely positive part

The next theorem gives $G(X)=\Psi(X)+KX+XK^*$. In the code `r` is $1/N$, and `g` and `k` are the quantities of the derivation. The step `hN` uses `Nonempty n` to show that $\langle\Omega,\Omega\rangle/N=1$. The step `hsym` moves the Hermitian matrix $C$ across the inner product, and `hC` computes the Choi matrix of $\Psi$.

The projection $P$ is not defined as a matrix. The proof sets $s=\langle\Omega,v\rangle$ and applies the hypothesis to $Pv=v-(s/N)\Omega$, whose orthogonality to $\Omega$ comes from `hN`. After `simp only` has expanded both expectations, `ring` confirms that they are equal.

```lean
/-- A conditionally completely positive map has the form `X ↦ Ψ(X) + K X + X K*`, where the
Choi matrix of `Ψ` is positive semidefinite. -/
theorem exists_drift_decomposition [Nonempty n] (G : SuperOp n) (hG : ConditionallyCP G) :
    ∃ (K : Matrix n n ℂ) (Ψ : SuperOp n), (choi Ψ).PosSemidef ∧ G = Ψ + drift K := by
  obtain ⟨hH, hpos⟩ := hG
  let r : ℂ := (Fintype.card n : ℂ)⁻¹
  have hr : star r = r := by simp [r]
  have hN : r * (star maxEnt ⬝ᵥ (maxEnt : n × n → ℂ)) = 1 := by
    have h : star maxEnt ⬝ᵥ (maxEnt : n × n → ℂ) = Fintype.card n := by
      rw [star_maxEnt]
      simp [dotProduct, maxEnt, Fintype.sum_prod_type]
    rw [h]
    exact inv_mul_cancel₀ (Nat.cast_ne_zero.mpr Fintype.card_ne_zero)
  have hsym : ∀ x y, star (choi G *ᵥ x) ⬝ᵥ y = star x ⬝ᵥ (choi G *ᵥ y) := fun x y => by
    rw [Matrix.star_mulVec, hH.eq, ← Matrix.dotProduct_mulVec]
  let g : ℂ := star maxEnt ⬝ᵥ (choi G *ᵥ maxEnt)
  have hg : star g = g := by simp only [g]; rw [star_braket, hsym]
  let k : n × n → ℂ := r • (choi G *ᵥ maxEnt) - (g * r ^ 2 / 2) • maxEnt
  let K : Matrix n n ℂ := Matrix.of fun a i => k (i, a)
  have hC : choi (G - drift K) =
      choi G - (vecMulVec k (star maxEnt) + vecMulVec maxEnt (star k)) := by
    have hk : ket K = k := rfl
    rw [← hk, ← choi_drift]
    rfl
  refine ⟨K, G - drift K, ?_, (sub_add_cancel _ _).symm⟩
  rw [hC]
  refine Matrix.PosSemidef.of_dotProduct_mulVec_nonneg ?_ fun v => ?_
  · refine hH.sub (Matrix.IsHermitian.ext fun p q => ?_)
    simp only [Matrix.add_apply, Matrix.vecMulVec_apply, Pi.star_apply, star_add, star_mul',
      star_star]
    ring
  · -- the expectation in `v` is that of `G` in the part of `v` orthogonal to `maxEnt`
    let s : ℂ := star maxEnt ⬝ᵥ v
    have hs : star v ⬝ᵥ maxEnt = star s := (star_braket _ _).symm
    have hw := hpos (v - (r * s) • maxEnt) (by
      rw [dotProduct_sub, dotProduct_smul, smul_eq_mul]
      linear_combination (-s) * hN)
    have hd : star (g * r ^ 2 / 2) = g * r ^ 2 / 2 := by
      rw [star_div₀, star_mul', star_pow, hg, hr]
      simp
    convert hw using 1
    simp only [Matrix.sub_mulVec, Matrix.add_mulVec, rankOne_mulVec, Matrix.mulVec_sub,
      Matrix.mulVec_smul, k, star_sub, star_smul, sub_dotProduct, smul_dotProduct,
      dotProduct_sub, dotProduct_add, dotProduct_smul, smul_eq_mul, hsym, hs, hd, hr, star_mul']
    change _ - ((s * _) + _) = _
    ring
```

## A family with the prescribed derivative

```lean
/-- The family `X ↦ (1 + tK) X (1 + tK)* + t Ψ(X)`. -/
def stepFamily (K : Matrix n n ℂ) (Ψ : SuperOp n) (t : ℝ) : SuperOp n :=
  sandwich (1 + (t : ℂ) • K) + (t : ℂ) • Ψ
```

In the derivative proof, `e` is the expansion of $\Phi_t(X)-\Phi_0(X)$ as $t\,(G(X)+tKXK^*)$, and `hl` is the limit of the bracket. Positivity of $\Psi$ plays no role here.

```lean
/-- The family `(1 + tK) X (1 + tK)* + t Ψ(X)` has right derivative `Ψ(X) + K X + X K*` at
time zero. -/
theorem stepFamily_rightDeriv (K : Matrix n n ℂ) (Ψ : SuperOp n) :
    HasRightDerivAtZero (stepFamily K Ψ) (Ψ + drift K) := by
  intro X
  have hc : Continuous fun t : ℝ => (Ψ + drift K) X + (t : ℂ) • (K * (X * Kᴴ)) :=
    continuous_const.add (Complex.continuous_ofReal.smul continuous_const)
  have hl : Tendsto (fun t : ℝ => (Ψ + drift K) X + (t : ℂ) • (K * (X * Kᴴ)))
      (𝓝[>] 0) (𝓝 ((Ψ + drift K) X)) := by
    have h := (hc.tendsto 0).mono_left (nhdsWithin_le_nhds (s := Set.Ioi 0))
    simpa only [Complex.ofReal_zero, zero_smul, add_zero] using h
  refine hl.congr' ?_
  filter_upwards [self_mem_nhdsWithin] with t ht
  have ht0 : (t : ℂ) ≠ 0 := Complex.ofReal_ne_zero.mpr (ne_of_gt ht)
  have hst : star (t : ℂ) = t := by simp
  have e : stepFamily K Ψ t X - stepFamily K Ψ 0 X =
      (t : ℂ) • ((Ψ + drift K) X + (t : ℂ) • (K * (X * Kᴴ))) := by
    simp only [stepFamily, sandwich, drift, LinearMap.add_apply, LinearMap.smul_apply,
      LinearMap.comp_apply, LinearMap.mulLeft_apply, LinearMap.mulRight_apply,
      Complex.ofReal_zero, zero_smul, add_zero, Matrix.conjTranspose_add,
      Matrix.conjTranspose_one, Matrix.conjTranspose_smul, hst, add_mul, mul_add, one_mul,
      mul_one, Matrix.smul_mul, Matrix.mul_smul]
    module
  rw [e, smul_smul, inv_mul_cancel₀ ht0, one_smul]
```

The equivalence joins the two directions. The Choi matrix of the constructed family is positive semidefinite because it is the sum of $|1+tK\rangle\langle1+tK|$ and a nonnegative multiple of $C_\Psi$.

```lean
/-- A linear map is the right derivative at time zero of a family with positive semidefinite
Choi matrices starting at the identity if and only if it is conditionally completely positive. -/
theorem rightDeriv_iff_conditionallyCP [Nonempty n] (G : SuperOp n) :
    (∃ Φ : ℝ → SuperOp n, (∀ t, 0 ≤ t → (choi (Φ t)).PosSemidef) ∧
      Φ 0 = LinearMap.id ∧ HasRightDerivAtZero Φ G) ↔ ConditionallyCP G := by
  constructor
  · rintro ⟨Φ, hCP, h0, hG⟩
    exact conditionallyCP_of_rightDeriv Φ G hCP h0 hG
  · intro hG
    obtain ⟨K, Ψ, hΨ, rfl⟩ := exists_drift_decomposition G hG
    refine ⟨stepFamily K Ψ, fun t ht => ?_, ?_, stepFamily_rightDeriv K Ψ⟩
    · have h : choi (stepFamily K Ψ t) =
          choi (sandwich (1 + (t : ℂ) • K)) + (t : ℂ) • choi Ψ := rfl
      rw [h, choi_sandwich]
      exact (Matrix.posSemidef_vecMulVec_self_star _).add
        (hΨ.smul (Complex.zero_le_real.mpr ht))
    · refine LinearMap.ext fun X => ?_
      simp [stepFamily, sandwich]

end

end ConditionalCompletePositivity
```

```lean
#print axioms ConditionalCompletePositivity.rightDeriv_iff_conditionallyCP
-- 'ConditionalCompletePositivity.rightDeriv_iff_conditionallyCP' depends on axioms: [propext, Classical.choice, Quot.sound]
```

The family could also have been modelled as the semigroup $e^{tG}$. The forward direction would then be a special case of the one above, while the converse would need a further argument: in finite dimension $e^{tG}$ is the limit of the $m$-fold compositions $(\Phi_{t/m})^m$ as $m\to\infty$, and complete positivity survives both composition and limits. The condition on $G$ would be the same.
